# A ladder word with c creators acts exactly on level n of a d-level oscillator if n + c < d

Keep two levels of a harmonic oscillator, $|0\rangle$ and $|1\rangle$. The truncated creator sends $|0\rangle$ to $|1\rangle$, as it should, but it sends $|1\rangle$ to zero, where the true creator gives $\sqrt2\,|2\rangle$. Now apply $a a^\dagger$. On $|0\rangle$ the two-level matrices return $|0\rangle$, the correct answer. On $|1\rangle$ they return zero instead of $2|1\rangle$, although the correct answer lies within the two levels that were kept. The damage was done on the way, when a creator acted on an occupied top level.

A word with $c$ creators that starts from level $n$ never climbs above level $n+c$. If $n+c<d$, no creator in it ever meets an occupied top level, and truncation to $d$ levels changes nothing.

```lean
import Mathlib

open Matrix

namespace TruncatedLadderWords

noncomputable section
```

## Words, ladder maps and matrices

A word is a finite list of letters, each an annihilator or a creator. The rightmost letter acts first, as in an operator product.

```lean
/-- A letter of a ladder word: an annihilator (`lower`) or a creator (`raise`). -/
inductive Ladder
  | lower
  | raise
```

The only property of a word that enters the bound is its number $c$ of creators, written `creators w`. Annihilators are not subtracted, so the order of the letters plays no part.

```lean
/-- The number of creators in a word. -/
def creators : List Ladder → ℕ
  | [] => 0
  | Ladder.lower :: w => creators w
  | Ladder.raise :: w => creators w + 1
```

The untruncated states are finitely supported sequences $f:\mathbb N\to\mathbb C$, in Lean `ℕ →₀ ℂ`, where $f_k$ is the amplitude of level $k$. They are the finite superpositions of number states of one mode. On them the annihilator is the linear map with
$$a|n\rangle=\sqrt n\,|n-1\rangle .$$
In Lean `0 - 1` is `0` for natural numbers, but the factor $\sqrt0$ still sends the vacuum to zero.

```lean
/-- The untruncated annihilator, sending level `n` to `√n` times level `n - 1`
and the vacuum to zero. -/
def annihilate : Module.End ℂ (ℕ →₀ ℂ) :=
  Finsupp.linearCombination ℂ
    (fun n : ℕ => Finsupp.single (n - 1) ((Real.sqrt (n : ℝ) : ℝ) : ℂ))
```

The creator is the linear map with $a^\dagger|n\rangle=\sqrt{n+1}\,|n+1\rangle$. It is defined by this formula; no inner product on the sequences is needed.

```lean
/-- The untruncated creator, sending level `n` to `√(n+1)` times level `n + 1`. -/
def create : Module.End ℂ (ℕ →₀ ℂ) :=
  Finsupp.linearCombination ℂ
    (fun n : ℕ => Finsupp.single (n + 1) ((Real.sqrt ((n : ℝ) + 1) : ℝ) : ℂ))
```

A $d$-level state is a vector `Fin d → ℂ`, with levels numbered $0,\dots,d-1$. The truncated annihilator $A$ has entries
$$A_{ij}=\sqrt j\ \text{ if } i+1=j,\qquad A_{ij}=0\ \text{ otherwise.}$$

```lean
/-- The annihilator truncated to `d` levels, with entries `√j` just above the diagonal. -/
def truncAnnihilate (d : ℕ) : Matrix (Fin d) (Fin d) ℂ :=
  fun i j => if (i : ℕ) + 1 = (j : ℕ) then ((Real.sqrt ((j : ℕ) : ℝ) : ℝ) : ℂ) else 0
```

Each letter thus has two readings, first as an untruncated map.

```lean
/-- The untruncated ladder map of a letter. -/
def ladderMap : Ladder → Module.End ℂ (ℕ →₀ ℂ)
  | Ladder.lower => annihilate
  | Ladder.raise => create
```

Its second reading is a $d\times d$ matrix, with the conjugate transpose $A^\dagger$ for the creator.

```lean
/-- The `d`-level matrix of a letter; the creator is the adjoint of the annihilator. -/
def ladderMatrix (d : ℕ) : Ladder → Matrix (Fin d) (Fin d) ℂ
  | Ladder.lower => truncAnnihilate d
  | Ladder.raise => (truncAnnihilate d)ᴴ
```

A word becomes a product in either reading; the empty word is the identity.

```lean
/-- The product of the untruncated ladder maps of a word; the rightmost letter acts first. -/
def word (w : List Ladder) : Module.End ℂ (ℕ →₀ ℂ) := (w.map ladderMap).prod

/-- The product of the `d`-level matrices of a word; the rightmost letter acts first. -/
def truncWord (d : ℕ) (w : List Ladder) : Matrix (Fin d) (Fin d) ℂ :=
  (w.map (ladderMatrix d)).prod
```

The two results live in different spaces. To compare them, the linear map $E$, called `embed d`, pads a $d$-level vector with zeros. Equality after padding means that every amplitude agrees, including those of the levels $d, d+1,\dots$ that the matrices do not have.

```lean
/-- A `d`-level state viewed as a state of the full oscillator. -/
def embed (d : ℕ) : (Fin d → ℂ) →ₗ[ℂ] (ℕ →₀ ℂ) :=
  ∑ i : Fin d, (Finsupp.lsingle (i : ℕ)) ∘ₗ (LinearMap.proj i)
```

## Amplitudes after one step

The amplitude of level $k$ after annihilation can only come from level $k+1$:
$$(af)_k=\sqrt{k+1}\,f_{k+1}.$$
Both sides are linear in $f$, so it is enough to check a single occupied level. `Finsupp.induction_linear` makes this reduction, and the case `single` treats the vacuum separately and otherwise asks whether the occupied level is $k+1$.

```lean
/-- After annihilation, the amplitude of level `k` is `√(k+1)` times the old amplitude
of level `k + 1`. -/
theorem annihilate_apply (f : ℕ →₀ ℂ) (k : ℕ) :
    annihilate f k = ((Real.sqrt ((k : ℝ) + 1) : ℝ) : ℂ) * f (k + 1) := by
  induction f using Finsupp.induction_linear with
  | zero => simp
  | add f g hf hg => rw [map_add, Finsupp.add_apply, hf, hg, Finsupp.add_apply, mul_add]
  | single n c =>
    rcases n with _ | n
    · simp [annihilate]
    · by_cases h : n = k
      · subst h
        simp [annihilate, mul_comm]
      · simp [annihilate, h]
```

For the creator, nothing arrives in the vacuum, and level $k+1$ is fed by level $k$:
$$(a^\dagger f)_0=0,\qquad (a^\dagger f)_{k+1}=\sqrt{k+1}\,f_k .$$

```lean
/-- After creation the vacuum is empty, and the amplitude of level `k + 1` is `√(k+1)` times
the old amplitude of level `k`. -/
theorem create_apply (f : ℕ →₀ ℂ) :
    create f 0 = 0 ∧
      ∀ k : ℕ, create f (k + 1) = ((Real.sqrt ((k : ℝ) + 1) : ℝ) : ℂ) * f k := by
  induction f using Finsupp.induction_linear with
  | zero => simp
  | add f g hf hg =>
    refine ⟨by rw [map_add create f g, Finsupp.add_apply, hf.1, hg.1, add_zero], fun k => ?_⟩
    rw [map_add create f g, Finsupp.add_apply, hf.2, hg.2, Finsupp.add_apply, mul_add]
  | single n c =>
    refine ⟨by simp [create], fun k => ?_⟩
    by_cases h : n = k
    · subst h
      simp [create, mul_comm]
    · simp [create, h]
```

The padded vector has $(Ev)_k=v_k$ for $k<d$ and $(Ev)_k=0$ for $k\ge d$. In the proof, the sum that defines $E$ collapses to its one matching term, or to none.

```lean
/-- The embedding keeps the amplitudes of the first `d` levels and leaves all others empty. -/
theorem embed_apply (d : ℕ) (v : Fin d → ℂ) (k : ℕ) :
    embed d v k = if h : k < d then v ⟨k, h⟩ else 0 := by
  have e : embed d v k = ∑ i : Fin d, if (i : ℕ) = k then v i else 0 := by
    simp [embed, LinearMap.sum_apply, Finsupp.finsetSum_apply, Finsupp.single_apply]
  rw [e]
  split_ifs with h
  · rw [Finset.sum_eq_single ⟨k, h⟩]
    · simp
    · intro b _ hb
      exact if_neg (fun e => hb (Fin.ext e))
    · simp
  · exact Finset.sum_eq_zero fun i _ => if_neg (by have := i.isLt; omega)
```

## Where a truncated letter is exact

For $k+1<d$, the matrix product gives
$$(Av)_k=\sum_j A_{kj}v_j=\sqrt{k+1}\,v_{k+1},$$
which is the amplitude found for the true annihilator. For $k+1\ge d$ both sides vanish, since no level above $d-1$ is occupied. The truncated annihilator is therefore exact on every $d$-level state.

```lean
/-- The truncated annihilator acts on every `d`-level state exactly as the untruncated one. -/
theorem truncAnnihilate_exact (d : ℕ) (v : Fin d → ℂ) :
    embed d (truncAnnihilate d *ᵥ v) = annihilate (embed d v) := by
  ext k
  rw [annihilate_apply, embed_apply, embed_apply]
  by_cases h1 : k + 1 < d
  · rw [dif_pos (show k < d by omega), dif_pos h1]
    simp only [Matrix.mulVec, dotProduct]
    rw [Finset.sum_eq_single ⟨k + 1, h1⟩]
    · simp [truncAnnihilate]
    · intro j _ hj
      have hne : k + 1 ≠ (j : ℕ) := fun e => hj (Fin.ext e.symm)
      simp [truncAnnihilate, hne]
    · simp
  · rw [dif_neg h1, mul_zero]
    split_ifs with h
    · simp only [Matrix.mulVec, dotProduct]
      refine Finset.sum_eq_zero fun j _ => ?_
      have hne : k + 1 ≠ (j : ℕ) := by have := j.isLt; omega
      simp [truncAnnihilate, hne]
    · rfl
```

For the creator, $(A^\dagger)_{k+1,j}=\overline{A_{j,k+1}}$ equals $\sqrt{k+1}$ when $j=k$ and zero otherwise. Hence, for $k+1<d$,
$$(A^\dagger v)_{k+1}=\sqrt{k+1}\,v_k ,$$
again the true amplitude. At level $0$ both sides vanish, because row $0$ of $A^\dagger$ is zero, and above level $d$ both vanish, because no level above $d-1$ was occupied. A difference can appear only at $k+1=d$: the true creator puts $\sqrt d\,v_{d-1}$ there, while the padded vector has zero. The hypothesis `htop` says that $v_{d-1}=0$, and this removes the discrepancy.

```lean
/-- The truncated creator acts exactly as the untruncated one on states whose top level
is empty. -/
theorem truncCreate_exact (d : ℕ) (v : Fin d → ℂ)
    (htop : ∀ i : Fin d, (i : ℕ) + 1 = d → v i = 0) :
    embed d ((truncAnnihilate d)ᴴ *ᵥ v) = create (embed d v) := by
  ext k
  rw [embed_apply]
  rcases k with _ | k
  · rw [(create_apply _).1]
    split_ifs with h
    · simp only [Matrix.mulVec, dotProduct]
      exact Finset.sum_eq_zero fun j _ => by simp [truncAnnihilate]
    · rfl
  · rw [(create_apply _).2, embed_apply]
    by_cases h1 : k + 1 < d
    · have hk : k < d := by omega
      rw [dif_pos h1, dif_pos hk]
      simp only [Matrix.mulVec, dotProduct]
      rw [Finset.sum_eq_single ⟨k, hk⟩]
      · simp [truncAnnihilate]
      · intro j _ hj
        have hne : (j : ℕ) ≠ k := fun e => hj (Fin.ext e)
        simp [truncAnnihilate, hne]
      · simp
    · rw [dif_neg h1]
      split_ifs with h
      · rw [htop ⟨k, h⟩ (show k + 1 = d by omega), mul_zero]
      · rw [mul_zero]
```

## How far a word can climb

Suppose that $f_k=0$ for all $k>n$. After a word with $c$ creators, all amplitudes above level $n+c$ vanish. The proof is by induction on the word, with the leftmost letter, which acts last, split off. If that letter is an annihilator, the amplitude of level $k$ comes from level $k+1$, which was already empty. If it is a creator, the amplitude of level $k$ comes from level $k-1$, and the bound has risen by one to allow for this.

```lean
/-- A word with `c` creators maps states on levels up to `n` to states on levels
up to `n + c`. -/
theorem word_support {n : ℕ} {f : ℕ →₀ ℂ} (hf : ∀ k, n < k → f k = 0) (w : List Ladder) :
    ∀ k, n + creators w < k → word w f k = 0 := by
  induction w with
  | nil => simpa [word, creators] using hf
  | cons s w ih =>
    intro k hk
    have e : word (s :: w) f = ladderMap s (word w f) := by simp [word]
    rw [e]
    cases s with
    | lower =>
      simp only [creators] at hk
      simp only [ladderMap]
      rw [annihilate_apply, ih (k + 1) (by omega), mul_zero]
    | raise =>
      simp only [creators] at hk
      simp only [ladderMap]
      rcases k with _ | k
      · exact (create_apply _).1
      · rw [(create_apply _).2, ih k (by omega), mul_zero]
```

## Exactness of the whole word

Let $v$ occupy only levels up to $n$, let $w$ have $c$ creators, and let $n+c<d$. Write $w_d$ for the matrix product and $w_\infty$ for the product of untruncated maps. Then
$$E(w_d\,v)=w_\infty(Ev).$$
The vector $v$ need not be normalised.

The induction again splits off the last letter to act. The empty word is immediate, and an annihilator is always exact. Suppose that the last letter is a creator and that the rest of the word, $u$, has $c'$ creators, so that $n+c'+1<d$. By the induction hypothesis, $E(u_d\,v)=u_\infty(Ev)$. The right-hand side is empty above level $n+c'$, and the top level $d-1$ lies above that. So $u_d\,v$ has an empty top level, which is what the truncated creator requires. In the code, `word_support` supplies the empty level and `ihw` carries it over to the truncated state.

```lean
/-- On a state occupying only levels up to `n`, a word with `c` creators and `n + c < d` gives
the same vector with `d`-level matrices as with the untruncated ladder maps. -/
theorem truncWord_exact {d n : ℕ} (w : List Ladder) (v : Fin d → ℂ)
    (hv : ∀ i : Fin d, n < (i : ℕ) → v i = 0) (h : n + creators w < d) :
    embed d (truncWord d w *ᵥ v) = word w (embed d v) := by
  have hf : ∀ k, n < k → embed d v k = 0 := by
    intro k hk
    rw [embed_apply]
    split_ifs with hd
    · exact hv ⟨k, hd⟩ hk
    · rfl
  induction w with
  | nil => simp [word, truncWord]
  | cons s w ih =>
    have e : word (s :: w) (embed d v) = ladderMap s (word w (embed d v)) := by simp [word]
    have e' : truncWord d (s :: w) *ᵥ v = ladderMatrix d s *ᵥ (truncWord d w *ᵥ v) := by
      simp [truncWord, Matrix.mulVec_mulVec]
    rw [e, e']
    cases s with
    | lower =>
      simp only [creators] at h
      simp only [ladderMap, ladderMatrix]
      rw [truncAnnihilate_exact, ih h]
    | raise =>
      simp only [creators] at h
      have ihw := ih (by omega)
      simp only [ladderMap, ladderMatrix]
      rw [truncCreate_exact, ihw]
      -- the top level is still empty when the creator acts
      intro i hi
      have h0 := word_support hf w (i : ℕ) (by omega)
      rw [← ihw, embed_apply, dif_pos i.isLt] at h0
      exact h0
```

The number state $|n\rangle$ is the special case in which one level has amplitude 1. It is `Pi.single n 1` among $d$-level vectors and `Finsupp.single (n : ℕ) 1` among sequences, and the proof first shows that $E$ takes one to the other.

As an instance, take $a a^\dagger a^\dagger$ on $|1\rangle$ with $d=4$, where $n+c=3<4$. Step by step,
$$|1\rangle\to\sqrt2\,|2\rangle\to\sqrt6\,|3\rangle\to3\sqrt2\,|2\rangle ,$$
and the $4\times4$ matrices give the same vector. With $d=3$ the second creator acts on the top level, and the matrices return zero.

```lean
/-- Applied to level `n`, a word with `c` creators and `n + c < d` gives the same vector with
`d`-level matrices as with the untruncated ladder maps. -/
theorem truncWord_level {d : ℕ} (w : List Ladder) (n : Fin d)
    (h : (n : ℕ) + creators w < d) :
    embed d (truncWord d w *ᵥ (Pi.single n 1 : Fin d → ℂ))
      = word w (Finsupp.single (n : ℕ) 1) := by
  have e : embed d (Pi.single n 1 : Fin d → ℂ) = Finsupp.single (n : ℕ) 1 := by
    ext k
    rw [embed_apply]
    by_cases hk : (n : ℕ) = k
    · subst hk
      simp
    · have hk' : k ≠ (n : ℕ) := fun e => hk e.symm
      split_ifs <;> simp [Fin.ext_iff, hk']
  rw [← e]
  refine truncWord_exact w _ (fun i hi => ?_) h
  have hne : i ≠ n := fun e => by subst e; omega
  simp [hne]
```

## Polynomials in the ladder operators

Matrix action and padding are linear, so exactness passes to a finite sum $\sum_t g_t\,w^{(t)}$ with complex coefficients, provided that every word in it satisfies $n+c_t<d$. The proof adds one word at a time.

In simulations of a single bosonic mode, this gives a number of levels that is sufficient, though not always necessary, for one application of a polynomial Hamiltonian to be exact on a state that occupies only levels up to $n$. A quartic term $(a+a^\dagger)^4$, multiplied out from truncated matrices, contains words with up to four creators and so acts exactly on levels $n\le d-5$. Eigenvalues of the truncated matrix and time evolution over a finite interval are different questions, which this statement does not settle.

```lean
/-- A finite linear combination of words, each with `n + c < d`, acts on states occupying only
levels up to `n` identically with and without truncation. -/
theorem truncated_polynomial_exact {ι : Type*} {d n : ℕ} (s : Finset ι) (g : ι → ℂ)
    (W : ι → List Ladder) (v : Fin d → ℂ) (hv : ∀ i : Fin d, n < (i : ℕ) → v i = 0)
    (h : ∀ t ∈ s, n + creators (W t) < d) :
    embed d ((∑ t ∈ s, g t • truncWord d (W t)) *ᵥ v)
      = (∑ t ∈ s, g t • word (W t)) (embed d v) := by
  classical
  induction s using Finset.induction_on with
  | empty => simp
  | insert a s ha ih =>
    rw [Finset.sum_insert ha, Finset.sum_insert ha, Matrix.add_mulVec, map_add,
      LinearMap.add_apply, ih (fun t ht => h t (Finset.mem_insert_of_mem ht)),
      Matrix.smul_mulVec, map_smul, LinearMap.smul_apply,
      truncWord_exact (W a) v hv (h a (Finset.mem_insert_self a s))]
```

## The bound is sharp for pure creation

If the word consists of creators only, the condition is also necessary. The true result is
$$(a^\dagger)^c|n\rangle=\sqrt{(n+1)(n+2)\cdots(n+c)}\;|n+c\rangle ,$$
with a nonzero amplitude at level $n+c$. If $n+c\ge d$, a padded $d$-level vector has zero there, so the two results differ. The proof needs only that the amplitude is nonzero (`hne`), which follows by induction because each creator multiplies it by a positive square root.

For mixed words, agreement can survive beyond the bound. With $d=2$, the word $a^\dagger a$ acts correctly on $|1\rangle$ although $n+c=2$, because the annihilator empties the top level before the creator acts.

```lean
/-- For `c` creators applied to level `n`, the truncated and untruncated results agree
if and only if `n + c < d`. -/
theorem creators_exact_iff {d : ℕ} (n : Fin d) (c : ℕ) :
    embed d (truncWord d (List.replicate c Ladder.raise) *ᵥ (Pi.single n 1 : Fin d → ℂ))
      = word (List.replicate c Ladder.raise) (Finsupp.single (n : ℕ) 1)
      ↔ (n : ℕ) + c < d := by
  have hc : creators (List.replicate c Ladder.raise) = c := by
    induction c with
    | zero => rfl
    | succ c ih => simp [List.replicate_succ, creators, ih]
  -- the untruncated state really occupies level n + c
  have hne : word (List.replicate c Ladder.raise) (Finsupp.single (n : ℕ) 1) ((n : ℕ) + c)
      ≠ 0 := by
    clear hc
    induction c with
    | zero => simp [word]
    | succ c ih =>
      have e : word (List.replicate (c + 1) Ladder.raise) (Finsupp.single (n : ℕ) 1)
          = create (word (List.replicate c Ladder.raise) (Finsupp.single (n : ℕ) 1)) := by
        simp only [word, List.replicate_succ, List.map_cons, List.prod_cons,
          Module.End.mul_apply, ladderMap]
      rw [e, ← add_assoc, (create_apply _).2]
      exact mul_ne_zero
        (Complex.ofReal_ne_zero.mpr (Real.sqrt_pos.mpr (by positivity)).ne') ih
  constructor
  · intro heq
    by_contra hlt
    apply hne
    rw [← heq, embed_apply, dif_neg hlt]
  · intro h
    exact truncWord_level _ n (by rw [hc]; exact h)

end

end TruncatedLadderWords
```

```lean
#print axioms TruncatedLadderWords.truncWord_level
-- 'TruncatedLadderWords.truncWord_level' depends on axioms: [propext, Classical.choice, Quot.sound]
#print axioms TruncatedLadderWords.truncated_polynomial_exact
-- 'TruncatedLadderWords.truncated_polynomial_exact' depends on axioms: [propext, Classical.choice, Quot.sound]
#print axioms TruncatedLadderWords.creators_exact_iff
-- 'TruncatedLadderWords.creators_exact_iff' depends on axioms: [propext, Classical.choice, Quot.sound]
```
